# A Hamiltonian that vanishes within each of two sublattices gives equal ICOHPs at $\mu$ and $-\mu$ when $-\mu$ is not an orbital energy

**Q:** I am scanning bond strength against doping in a nearest-neighbour tight-binding model of a honeycomb sheet. I compute the integrated COHP (ICOHP) of each bond for chemical potentials $\mu>0$ and copy the values to $-\mu$. What entitles me to copy them?

**A:** A sign change on one sublattice. Let $H$ be the real symmetric Hamiltonian in an orthonormal site basis, with $H_{ij}=0$ whenever $i$ and $j$ lie on the same sublattice. That includes $i=j$, so energies are measured from the common on-site energy. Let $\gamma_i=\pm1$ label the sublattice of site $i$, and let $\Gamma$ be the diagonal matrix of these signs. Every nonzero $H_{ij}$ joins sites of opposite sign, so $\Gamma H=-H\Gamma$. If $Hc=\varepsilon c$, then $H(\Gamma c)=-\varepsilon\,\Gamma c$: levels come in pairs $\pm\varepsilon$, apart from those at zero.

Now fill the levels. With orthonormal orbitals $c_k$ of energy $\varepsilon_k$, the density matrix is

$$P(\mu)=2\sum_{\varepsilon_k<\mu}c_kc_k^{T}.$$

Then $\Gamma P(\mu)\Gamma$ is twice the projector onto the levels above $-\mu$, while $P(-\mu)$ is twice the projector onto those below $-\mu$. If no level sits at $-\mu$, the two together exhaust the space:

$$P(-\mu)=2\cdot 1-\Gamma P(\mu)\Gamma,\qquad P(-\mu)_{ij}=2\delta_{ij}-\gamma_i\gamma_jP(\mu)_{ij}.$$

Between sublattices $\gamma_i\gamma_j=-1$ and the bond order is unchanged. For distinct sites of one sublattice $\gamma_i\gamma_j=1$ and it changes sign. Multiplying by $H_{ij}$ gives equal ICOHPs.

**Q:** Show me numbers.

**A:** Take a three-site chain, sites 0, 1, 2, with hopping $-1$. The levels are $-\sqrt2,\,0,\,\sqrt2$, and the lower two orbitals are $(\tfrac12,\tfrac1{\sqrt2},\tfrac12)$ and $(\tfrac1{\sqrt2},0,-\tfrac1{\sqrt2})$. At $\mu=-1$ only the first is filled, and at $\mu=1$ both are.

| | $\mu=-1$ | $\mu=1$ |
|---|---|---|
| electrons | 2 | 4 |
| $P_{01}$ | $1/\sqrt2$ | $1/\sqrt2$ |
| $P_{02}$ | $1/2$ | $-1/2$ |
| ICOHP of the pair 0, 1 | $-1/\sqrt2$ | $-1/\sqrt2$ |

One electron fewer or one more than three leaves the bond equally strong by this measure, while the end-to-end bond order is reversed.

**Q:** I accept the algebra. I doubt that the formal version is about the same objects. What is an orbital there?

In Lean 4 with Mathlib:

```lean
import Mathlib

open Matrix

namespace DopingSymmetryICOHP

noncomputable section

variable {n : Type*} [Fintype n] [DecidableEq n]
```

**A:** A column of a real matrix `C`, whose rows are labelled by the sites in the finite type `n`. The columns are orthonormal and satisfy the eigenvalue equation with energies `ε`.

```lean
/-- The columns of `C` are orthonormal real orbitals of the Hamiltonian `H`, with orbital
energies `ε`. -/
structure IsOrbitals (H C : Matrix n n ℝ) (ε : n → ℝ) : Prop where
  orth : Cᵀ * C = 1
  eig : H * C = C * diagonal ε
```

The occupation is that of zero temperature, with two electrons per filled level and a strict inequality, so a level exactly at $\mu$ is empty.

```lean
/-- Occupation of a level of energy `e`: two electrons below the chemical potential `μ`,
none otherwise. -/
def fill (μ e : ℝ) : ℝ := if e < μ then 2 else 0
```

The density matrix is then the sum I wrote above, as a matrix product.

```lean
/-- The density matrix `P(μ)`: twice the projector onto the orbitals with energy below `μ`. -/
def density (C : Matrix n n ℝ) (ε : n → ℝ) (μ : ℝ) : Matrix n n ℝ :=
  C * diagonal (fun k => fill μ (ε k)) * Cᵀ
```

The sublattices are given by a Boolean function `s` on the sites, and `sgn s i` is $\gamma_i$.

```lean
/-- The sign `+1` on one sublattice and `-1` on the other. -/
def sgn (s : n → Bool) (i : n) : ℝ := if s i then 1 else -1
```

**Q:** A COHP is a function of energy. Where is the integral?

**A:** It has already been done. Integrating the orbital contributions $2C_{ik}C_{jk}H_{ij}$ up to $\mu$ leaves $P_{ij}H_{ij}$, and that is the definition. Bonding is negative, and each ordered pair is counted once; a convention that adds $ij$ and $ji$ doubles both sides.

```lean
/-- The integrated COHP of the pair `i, j`: density matrix element times Hamiltonian element. -/
def icohp (H P : Matrix n n ℝ) (i j : n) : ℝ := P i j * H i j
```

**Q:** The theorems start from given orbitals. Might there be none?

**A:** For a real symmetric matrix there always are. The proof takes Mathlib's orthonormal eigenvector basis and puts the vectors into the columns of `C`; its two parts check orthonormality and the eigenvalue equation.

```lean
/-- Every real symmetric Hamiltonian has a complete set of orthonormal real orbitals. -/
theorem exists_orbitals (H : Matrix n n ℝ) (hH : H.IsHermitian) :
    ∃ C ε, IsOrbitals H C ε := by
  refine ⟨Matrix.of fun i k => hH.eigenvectorBasis k i, hH.eigenvalues, ?_, ?_⟩
  · ext k l
    have h := orthonormal_iff_ite.mp hH.eigenvectorBasis.orthonormal k l
    rw [PiLp.inner_apply] at h
    rw [Matrix.mul_apply, Matrix.one_apply, ← h]
    refine Finset.sum_congr rfl fun i _ => ?_
    simp [mul_comm]
  · ext i k
    have h := congrFun (hH.mulVec_eigenvectorBasis k) i
    rw [Matrix.mul_diagonal, Matrix.mul_apply]
    simpa [Matrix.mulVec, dotProduct, mul_comm] using h
```

**Q:** With degenerate levels I can rotate the orbitals. Your sign change could also send my orbitals to different ones in the same level.

**A:** The next lemma deals with both. Suppose $XH=H'X$, and write $M=C'^{T}XC$ for $X$ in the two orbital bases. The step `hM` says

$$M_{kl}\,\varepsilon_l=\varepsilon'_k\,M_{kl}.$$

So either $M_{kl}=0$ or $\varepsilon_l=\varepsilon'_k$. In both cases $M_{kl}f(\varepsilon_l)=f(\varepsilon'_k)M_{kl}$ for any function $f$, which is `hF`. Transforming back to the site basis gives $Xf(H)=f(H')X$. No orbital has to be matched with a particular partner, so degeneracy does no harm.

```lean
/-- If `X` carries the Hamiltonian `H` into `H'`, it carries every function of `H`, built from
orbitals and orbital energies, into the same function of `H'`. -/
theorem intertwine {H H' C C' : Matrix n n ℝ} {ε ε' : n → ℝ}
    (h : IsOrbitals H C ε) (h' : IsOrbitals H' C' ε')
    (X : Matrix n n ℝ) (hX : X * H = H' * X) (f : ℝ → ℝ) :
    X * (C * diagonal (fun k => f (ε k)) * Cᵀ) =
      (C' * diagonal (fun k => f (ε' k)) * C'ᵀ) * X := by
  have hc : C * Cᵀ = 1 := mul_eq_one_comm.mp h.orth
  have hc' : C' * C'ᵀ = 1 := mul_eq_one_comm.mp h'.orth
  have hl : C'ᵀ * H' = diagonal ε' * C'ᵀ := by
    calc C'ᵀ * H' = C'ᵀ * (H' * (C' * C'ᵀ)) := by rw [hc', mul_one]
      _ = C'ᵀ * (H' * C') * C'ᵀ := by simp only [mul_assoc]
      _ = (C'ᵀ * C') * diagonal ε' * C'ᵀ := by rw [h'.eig]; simp only [mul_assoc]
      _ = diagonal ε' * C'ᵀ := by rw [h'.orth, one_mul]
  -- in the orbital bases, X connects only levels of equal energy
  have hM : (C'ᵀ * X * C) * diagonal ε = diagonal ε' * (C'ᵀ * X * C) := by
    calc (C'ᵀ * X * C) * diagonal ε = C'ᵀ * X * (C * diagonal ε) := by
          simp only [mul_assoc]
      _ = C'ᵀ * (X * H) * C := by rw [← h.eig]; simp only [mul_assoc]
      _ = (C'ᵀ * H') * X * C := by rw [hX]; simp only [mul_assoc]
      _ = diagonal ε' * (C'ᵀ * X * C) := by rw [hl]; simp only [mul_assoc]
  have hF : (C'ᵀ * X * C) * diagonal (fun k => f (ε k)) =
      diagonal (fun k => f (ε' k)) * (C'ᵀ * X * C) := by
    ext k l
    have e := congrFun (congrFun hM k) l
    rw [Matrix.mul_diagonal, Matrix.diagonal_mul] at e ⊢
    by_cases hz : (C'ᵀ * X * C) k l = 0
    · rw [hz, zero_mul, mul_zero]
    · have he : ε l = ε' k := mul_left_cancel₀ hz (e.trans (mul_comm _ _))
      rw [he, mul_comm]
  calc X * (C * diagonal (fun k => f (ε k)) * Cᵀ)
      = (C' * C'ᵀ) * X * (C * diagonal (fun k => f (ε k)) * Cᵀ) := by rw [hc', one_mul]
    _ = C' * ((C'ᵀ * X * C) * diagonal (fun k => f (ε k))) * Cᵀ := by simp only [mul_assoc]
    _ = C' * (diagonal (fun k => f (ε' k)) * (C'ᵀ * X * C)) * Cᵀ := by rw [hF]
    _ = (C' * diagonal (fun k => f (ε' k)) * C'ᵀ) * X * (C * Cᵀ) := by
          simp only [mul_assoc]
    _ = (C' * diagonal (fun k => f (ε' k)) * C'ᵀ) * X := by rw [hc, mul_one]
```

With $X=1$ and $H'=H$, two choices of orbitals give the same density matrix. $P(\mu)$ therefore belongs to the Hamiltonian and not to the diagonalisation routine.

```lean
/-- The density matrix depends only on the Hamiltonian and the chemical potential, not on the
choice of orthonormal orbitals. -/
theorem density_unique {H C C' : Matrix n n ℝ} {ε ε' : n → ℝ}
    (h : IsOrbitals H C ε) (h' : IsOrbitals H C' ε') (μ : ℝ) :
    density C ε μ = density C' ε' μ := by
  have k := intertwine h h' 1 (by rw [one_mul, mul_one]) (fill μ)
  rw [one_mul, mul_one] at k
  exact k
```

**Q:** And the reflection itself?

**A:** The hypotheses are `hs`, that $H$ vanishes within each sublattice, and `hμ`, that no orbital energy equals $-\mu$. Symmetry of $H$ needs no separate hypothesis, because a matrix with a complete set of real orthonormal orbitals is symmetric. Since the levels are paired, excluding $-\mu$ also excludes $\mu$.

The proof follows the argument by hand. `h'` records that the same orbitals serve $-H$ with energies $-\varepsilon_k$. `hX` is $\Gamma H=-H\Gamma$, checked over the four combinations of sublattices. The previous lemma then gives `key`, which reads $\Gamma P(\mu)=F\Gamma$, where $F$ is the density matrix with the levels above $-\mu$ filled. `hd` and `hG` say that the two fillings are complementary, $F+P(-\mu)=2\cdot1$. The last line combines the $ij$ entries of these equations with $\gamma_j^2=1$.

```lean
/-- If `H` vanishes within each sublattice and `-μ` is not an orbital energy, then
`P(-μ)` is twice the identity minus `P(μ)` dressed with the sublattice signs. -/
theorem density_reflection {H C : Matrix n n ℝ} {ε : n → ℝ} (h : IsOrbitals H C ε)
    (s : n → Bool) (hs : ∀ i j, s i = s j → H i j = 0)
    (μ : ℝ) (hμ : ∀ k, ε k ≠ -μ) (i j : n) :
    density C ε (-μ) i j =
      2 * (1 : Matrix n n ℝ) i j - sgn s i * sgn s j * density C ε μ i j := by
  have hc : C * Cᵀ = 1 := mul_eq_one_comm.mp h.orth
  have h' : IsOrbitals (-H) C (fun k => -ε k) := by
    refine ⟨h.orth, ?_⟩
    rw [Matrix.neg_mul, h.eig]
    ext a k
    rw [Matrix.neg_apply, Matrix.mul_diagonal, Matrix.mul_diagonal]
    ring
  -- the sublattice signs turn H into -H
  have hX : diagonal (sgn s) * H = -H * diagonal (sgn s) := by
    ext a b
    rw [Matrix.diagonal_mul, Matrix.mul_diagonal, Matrix.neg_apply]
    cases ha : s a <;> cases hb : s b
    · rw [hs a b (ha.trans hb.symm)]; ring
    · simp [sgn, ha, hb]
    · simp [sgn, ha, hb]
    · rw [hs a b (ha.trans hb.symm)]; ring
  have key : diagonal (sgn s) * density C ε μ =
      (C * diagonal (fun k => fill μ (-ε k)) * Cᵀ) * diagonal (sgn s) :=
    intertwine h h' _ hX (fill μ)
  -- levels above -μ and levels below -μ together are all levels
  have hd : diagonal (fun k => fill μ (-ε k)) + diagonal (fun k => fill (-μ) (ε k)) =
      (2 : ℝ) • (1 : Matrix n n ℝ) := by
    have hk : ∀ k, fill μ (-ε k) + fill (-μ) (ε k) = 2 := by
      intro k
      unfold fill
      rcases lt_or_gt_of_ne (hμ k) with hlt | hgt <;> split_ifs <;> linarith
    ext a b
    by_cases hab : a = b
    · subst hab
      simp [hk]
    · simp [hab]
  have hG : C * diagonal (fun k => fill μ (-ε k)) * Cᵀ + density C ε (-μ) =
      (2 : ℝ) • (1 : Matrix n n ℝ) := by
    unfold density
    rw [← Matrix.add_mul, ← Matrix.mul_add, hd, Matrix.mul_smul, Matrix.smul_mul,
      mul_one, hc]
  have e1 := congrFun (congrFun key i) j
  rw [Matrix.diagonal_mul, Matrix.mul_diagonal] at e1
  have e2 := congrFun (congrFun hG i) j
  rw [Matrix.add_apply, Matrix.smul_apply, smul_eq_mul] at e2
  have e3 : sgn s j * sgn s j = 1 := by
    unfold sgn
    split_ifs <;> norm_num
  linear_combination e2 + sgn s j * e1 +
    (C * diagonal (fun k => fill μ (-ε k)) * Cᵀ) i j * e3
```

**Q:** Now the bond orders.

**A:** They are two readings of that formula. For distinct sites $\delta_{ij}=0$, and the proof only evaluates $\gamma_i\gamma_j$ in each case.

```lean
/-- If `H` vanishes within each sublattice and `-μ` is not an orbital energy, bond orders
between the sublattices are equal at `μ` and `-μ`, and those between distinct sites of one
sublattice are opposite. -/
theorem bond_order_doping {H C : Matrix n n ℝ} {ε : n → ℝ} (h : IsOrbitals H C ε)
    (s : n → Bool) (hs : ∀ i j, s i = s j → H i j = 0)
    (μ : ℝ) (hμ : ∀ k, ε k ≠ -μ) (i j : n) :
    (s i ≠ s j → density C ε (-μ) i j = density C ε μ i j) ∧
    (s i = s j → i ≠ j → density C ε (-μ) i j = -density C ε μ i j) := by
  have r := density_reflection h s hs μ hμ i j
  constructor
  · intro hij
    have hne : i ≠ j := fun e => hij (congrArg s e)
    have hsg : sgn s i * sgn s j = -1 := by
      unfold sgn
      cases hi : s i <;> cases hj : s j <;> simp_all
    rw [r, hsg, Matrix.one_apply_ne hne]
    ring
  · intro hij hne
    have hsg : sgn s i * sgn s j = 1 := by
      unfold sgn
      rw [hij]
      split_ifs <;> norm_num
    rw [r, hsg, Matrix.one_apply_ne hne]
    ring
```

A limiting case is $\mu=0$ with no level at zero, the undoped system. There $P(0)_{ij}=-P(0)_{ij}$ for distinct sites of one sublattice, so these bond orders vanish, and the reflection formula gives one electron on every site.

**Q:** Copying from $\mu$ to $-\mu$ should compare equal amounts of electron and hole doping. Does the theorem say so?

**A:** Yes, in its first half. The trace of $P$ is the number of electrons, and `Fintype.card n` is the number of sites, which is the electron count at half filling. The excess at $\mu$ equals the deficit at $-\mu$. To prove it, set $i=j$ in the reflection formula, which gives $P(\mu)_{ii}+P(-\mu)_{ii}=2$, and sum over sites. The second half holds for every pair: within a sublattice both ICOHPs are zero because $H_{ij}=0$, and between sublattices the bond orders agree.

```lean
/-- If `H` vanishes within each sublattice and `-μ` is not an orbital energy, the electrons in
excess of one per site at `μ` are as many as those missing at `-μ`, and the ICOHP of every
pair is the same at both. -/
theorem icohp_doping {H C : Matrix n n ℝ} {ε : n → ℝ} (h : IsOrbitals H C ε)
    (s : n → Bool) (hs : ∀ i j, s i = s j → H i j = 0)
    (μ : ℝ) (hμ : ∀ k, ε k ≠ -μ) :
    (density C ε μ).trace - Fintype.card n = Fintype.card n - (density C ε (-μ)).trace ∧
    ∀ i j, icohp H (density C ε (-μ)) i j = icohp H (density C ε μ) i j := by
  constructor
  · have hi : ∀ i, density C ε μ i i + density C ε (-μ) i i = 2 := by
      intro i
      have hsg : sgn s i * sgn s i = 1 := by
        unfold sgn
        split_ifs <;> norm_num
      rw [density_reflection h s hs μ hμ i i, hsg, Matrix.one_apply_eq]
      ring
    have ht : (density C ε μ).trace + (density C ε (-μ)).trace = Fintype.card n * 2 := by
      simp only [Matrix.trace, Matrix.diag_apply]
      rw [← Finset.sum_add_distrib, Finset.sum_congr rfl fun i _ => hi i]
      simp
    linarith
  · intro i j
    unfold icohp
    by_cases hij : s i = s j
    · rw [hs i j hij, mul_zero, mul_zero]
    · rw [(bond_order_doping h s hs μ hμ i j).1 hij]
```

**Q:** What should I not read into this for a real solid?

**A:** The model is finite, non-interacting and real, with an orthonormal basis and the same $H$ at both dopings. A finite cluster fits, and so does a periodic supercell at the zone centre if its bonds still split into two sublattices. Complex Bloch matrices at general wavevectors, overlap between basis functions, finite temperature, and geometry or self-consistent potentials that respond to doping are not treated. Within a finite, non-interacting orthonormal model with fixed $H$, the result gives a useful diagnostic: if the ICOHPs differ at $\pm\mu$ and no level lies at $-\mu$, then $H$ has elements within a sublattice, such as second-neighbour hopping, unequal on-site energies, or a common on-site energy that was not subtracted.

**Q:** Is the condition on $-\mu$ more than a formality?

**A:** A two-site molecule settles that. With hopping $-1$ its orbitals are $(r,r)$ and $(r,-r)$ with $2r^2=1$, for instance $r=1/\sqrt2$, at energies $-1$ and $1$. The proof checks the matrix entries one by one.

```lean
/-- For a two-site molecule with hopping `-1`, the in-phase and out-of-phase combinations with
coefficient `r`, normalised by `2r² = 1`, are orbitals of energies `-1` and `1`. -/
theorem dimer_witness (r : ℝ) (hr : 2 * r ^ 2 = 1) :
    IsOrbitals !![0, -1; -1, 0] !![r, r; r, -r] ![-1, 1] := by
  constructor
  · ext i j
    fin_cases i <;> fin_cases j <;>
      simp [Matrix.mul_apply, Fin.sum_univ_succ] <;> nlinarith
  · ext i j
    fin_cases i <;> fin_cases j <;>
      simp [Matrix.mul_apply, Fin.sum_univ_succ, Matrix.diagonal_apply]
```

Put $\mu=1$, so that $-\mu=-1$ is a level. At $\mu=1$ the lower orbital is filled and the bond order is $2r^2=1$. At $\mu=-1$ the strict inequality leaves both orbitals empty and the bond order is $0$. The level at $-\mu$ is neither above nor below $-\mu$, so the two fillings no longer add up to all levels. With this occupation rule, the equality of bond orders between sublattices can therefore fail if nothing is assumed about $-\mu$. The failure comes from leaving a level at the chemical potential empty. If such a level held one electron, as in the zero-temperature limit of the Fermi function at fixed $\mu$, both bond orders here would be $1/2$. The proof writes the bond order as a sum over the two orbitals and inserts their occupations.

```lean
/-- For the orbitals of the two-site molecule with `2r² = 1`, whose energies are `-1` and `1`,
the bond order is `1` at `μ = 1` but `0` at `μ = -1`. -/
theorem dimer_at_level (r : ℝ) (hr : 2 * r ^ 2 = 1) :
    density !![r, r; r, -r] ![-1, 1] 1 0 1 = 1 ∧
    density !![r, r; r, -r] ![-1, 1] (-1) 0 1 = 0 := by
  have f1 : fill 1 (-1) = 2 := by norm_num [fill]
  have f2 : fill 1 1 = 0 := by norm_num [fill]
  have f3 : fill (-1) (-1) = 0 := by norm_num [fill]
  have f4 : fill (-1) 1 = 0 := by norm_num [fill]
  -- the bond order as a sum over the two orbitals
  have e : ∀ μ, density !![r, r; r, -r] ![-1, 1] μ 0 1 =
      r * fill μ (-1) * r + r * fill μ 1 * (-r) := by
    intro μ
    unfold density
    rw [Matrix.mul_apply, Fin.sum_univ_two, Matrix.mul_diagonal, Matrix.mul_diagonal]
    simp
  constructor
  · rw [e, f1, f2]
    linear_combination hr
  · rw [e, f3, f4]
    ring

end

end DopingSymmetryICOHP
```

**Q:** So in my scan I should check that no level sits exactly at the mirrored chemical potential before I copy.

**A:** Yes. For a finite sheet, place $\mu$ in a gap between levels; the pairing of levels then puts $-\mu$ in a gap too.

```lean
#print axioms DopingSymmetryICOHP.exists_orbitals
#print axioms DopingSymmetryICOHP.density_unique
#print axioms DopingSymmetryICOHP.icohp_doping
#print axioms DopingSymmetryICOHP.dimer_at_level
```

```
'DopingSymmetryICOHP.exists_orbitals' depends on axioms: [propext, Classical.choice, Quot.sound]
'DopingSymmetryICOHP.density_unique' depends on axioms: [propext, Classical.choice, Quot.sound]
'DopingSymmetryICOHP.icohp_doping' depends on axioms: [propext, Classical.choice, Quot.sound]
'DopingSymmetryICOHP.dimer_at_level' depends on axioms: [propext, Classical.choice, Quot.sound]
```
